# Independent-electron density response at fixed electron number is negative semidefinite for occupations of negative slope

## Electrons that redistribute while their number stays fixed

In a self-consistent field (SCF) calculation with a finite electronic temperature, each iteration changes the effective potential. The levels shift, the orbitals mix, and the Fermi level moves so that the occupations still add up to the given number of electrons. To first order, does the sum over the grid of potential change times density change have a definite sign?

Take a finite grid and a real orthonormal basis of orbitals $\phi_i(x)$, as many orbitals as grid points, with levels $e_i$. The occupation of level $i$ is $f(e_i)$, where the initial Fermi level is contained in $f$. For a small local potential $v(x)$, first-order perturbation theory at fixed Fermi level gives the density change $\chi_\mu v$, with

$$\chi_\mu(x,y)=\sum_{i,j} w_{ij}\,\phi_i(x)\phi_j(x)\phi_i(y)\phi_j(y),\qquad w_{ij}=\frac{f(e_i)-f(e_j)}{e_i-e_j},$$

and $w_{ij}=f'(e_i)$ when $e_i=e_j$. Let $g(x)=\sum_i f'(e_i)\phi_i(x)^2$ and $D=\sum_i f'(e_i)$. For the Fermi-Dirac function, $-g$ and $-D$ are the local and total densities of states at the Fermi level, broadened by temperature. The response at fixed electron number is

$$\chi_0(x,y)=\chi_\mu(x,y)-\frac{g(x)g(y)}{D}.$$

If $K$ is the derivative of the effective potential with respect to the density, the Jacobian of the SCF density map is $\chi_0K$. The result below settles the sign of the quadratic form of $\chi_0$ for independent electrons on a finite grid, perturbed by a local potential, when $f$ has negative slope.

## What the theorem says

Suppose $f'<0$ everywhere and the grid has at least one point. Then `chi0_negative_semidefinite` states that $\chi_0$ is symmetric, that each of its columns sums to zero, that $v\cdot\chi_0v\le0$ for every $v$, and that equality holds exactly when $v$ is constant.

In Lean, the finite type `n` labels both grid points and orbitals. The orbitals are the rows of `φ`, so `φ i x` is $\phi_i(x)$, and `φ * φᵀ = 1` is their orthonormality; any grid spacing is absorbed into the orbitals. The functions `weight`, `fermiDensity`, `levelSum`, `chiMu` and `chi0` are $w$, $g$, $D$, $\chi_\mu$ and $\chi_0$. The assumption `∀ t, deriv f t < 0` includes differentiability, because Lean sets `deriv f t` to zero wherever $f$ has no derivative.

Physically, the negative slope means that a higher level is always less occupied, as in the Fermi-Dirac distribution at positive temperature. The zero-temperature step and smearing functions that are not monotone are excluded.

The response formula enters as a definition and is not derived by differentiating the density. The levels and orbitals are arbitrary data, not tied to a particular Hamiltonian. Complex orbitals, nonlocal perturbations and basis sets smaller than the grid are not covered.

## A uniform potential and the Fermi level shift

Since $f'<0$, $f$ is strictly decreasing. The numerator and denominator of $w_{ij}$ then have opposite signs, and the degenerate value $f'(e_i)$ is negative too. Every $w_{ij}$ is therefore negative.

Let $V_{ij}=\sum_x\phi_i(x)v(x)\phi_j(x)$. Carrying out the sum over $y$, and then the sum over $x$, gives

$$(\chi_\mu v)(x)=\sum_{i,j}w_{ij}\phi_i(x)\phi_j(x)V_{ij},\qquad v\cdot\chi_\mu v=\sum_{i,j}w_{ij}V_{ij}^2.$$

For $v=1$, orthonormality gives $V_{ij}=\delta_{ij}$, and hence $\chi_\mu 1=g$. Normalisation gives $\sum_x g(x)=D$, which is negative because there is at least one level.

Raising the Fermi level by $c$ acts like lowering the potential by $c$. As $\chi_\mu$ is symmetric, its column sums are also $g(y)$, and the change in electron number is

$$\sum_x\bigl(\chi_\mu(v-c)\bigr)(x)=\sum_y g(y)\bigl(v(y)-c\bigr)=g\cdot v-cD.$$

It vanishes for exactly one shift, $c=\delta\mu=(g\cdot v)/D$. The rank-one term in $\chi_0$ accounts for this shift:

$$\chi_0v=\chi_\mu v-g\,\frac{g\cdot v}{D}=\chi_\mu v-\delta\mu\,\chi_\mu1=\chi_\mu(v-\delta\mu).$$

Hence the entries of $\chi_0v$ sum to zero for every $v$. Choosing $v$ equal to one at $y$ and zero elsewhere shows that column $y$ sums to zero.

## The sign and the case of equality

Let $U_{ij}$ be the matrix elements of $v-\delta\mu$. Subtracting a constant from the left factor changes nothing, since the entries of $\chi_0v$ sum to zero. Therefore

$$v\cdot\chi_0v=(v-\delta\mu)\cdot\chi_\mu(v-\delta\mu)=\sum_{i,j}w_{ij}U_{ij}^2\le0.$$

If the sum is zero, each term is zero, and $w_{ij}<0$ forces $U_{ij}=0$. In matrix form $U=\phi\,\mathrm{diag}(v-\delta\mu)\,\phi^T$. A square matrix with $\phi\phi^T=1$ also satisfies $\phi^T\phi=1$, so $\mathrm{diag}(v-\delta\mu)=\phi^TU\phi=0$ and $v$ is constant. Conversely, if $v=c$ at every point, then $v\cdot\chi_0v=c\sum_x(\chi_0v)(x)=0$.

## One site and two sites

On a single site $g=D=f'(e_0)$, so $\chi_0=f'(e_0)-f'(e_0)^2/f'(e_0)=0$. The electrons have nowhere to go, and every potential is constant.

On two sites take $\phi_0=(1,1)/\sqrt2$, $\phi_1=(-1,1)/\sqrt2$ and $f(e)=1/(1+\exp e)$, with $e_0=-\ln3$ and $e_1=\ln3$. The occupations are $3/4$ and $1/4$, both slopes are $-3/16$, and $w_{01}=-1/(4\ln3)$. Thus $g=(-3/16,-3/16)$ and $D=-3/8$, and

$$\chi_0=-\frac{1}{8\ln3}\begin{pmatrix}1&-1\\-1&1\end{pmatrix}.$$

For $v=(1,0)$ the Fermi level shift is $1/2$. The shifted potential $(1/2,-1/2)$ has $U_{00}=U_{11}=0$ and $U_{01}=U_{10}=-1/2$. The sum over states gives $2w_{01}/4=-1/(8\ln3)\approx-0.114$, in agreement with the matrix.

## The Lean file

```lean
import Mathlib

open Matrix

namespace FixedNumberResponse

noncomputable section

variable {n : Type*} [Fintype n] [DecidableEq n]

/-- Divided difference of the occupation function `f` between two levels, replaced by the
slope of `f` when the levels coincide. -/
def weight (f : ℝ → ℝ) (a b : ℝ) : ℝ :=
  if a = b then deriv f a else (f a - f b) / (a - b)

/-- The density `g(x) = ∑ f'(e_i) φ_i(x)²`; the orbitals are the rows of `φ`. -/
def fermiDensity (f : ℝ → ℝ) (e : n → ℝ) (φ : Matrix n n ℝ) (x : n) : ℝ :=
  ∑ i, deriv f (e i) * φ i x ^ 2

/-- The sum `D = ∑ f'(e_i)` over all levels. -/
def levelSum (f : ℝ → ℝ) (e : n → ℝ) : ℝ := ∑ i, deriv f (e i)

/-- Independent-particle density response at fixed Fermi level. -/
def chiMu (f : ℝ → ℝ) (e : n → ℝ) (φ : Matrix n n ℝ) : Matrix n n ℝ :=
  Matrix.of fun x y => ∑ i, ∑ j, weight f (e i) (e j) * (φ i x * φ j x * φ i y * φ j y)

/-- Independent-particle density response at fixed electron number, for `D ≠ 0`. -/
def chi0 (f : ℝ → ℝ) (e : n → ℝ) (φ : Matrix n n ℝ) : Matrix n n ℝ :=
  Matrix.of fun x y =>
    chiMu f e φ x y - fermiDensity f e φ x * fermiDensity f e φ y / levelSum f e

/-- The local potential `v` written as a matrix in the orbital basis. -/
def potential (φ : Matrix n n ℝ) (v : n → ℝ) : Matrix n n ℝ :=
  φ * Matrix.diagonal v * φᵀ

/-- The first-order Fermi level shift `(∑ g(x) v(x)) / D`, for `D ≠ 0`. -/
def fermiShift (f : ℝ → ℝ) (e : n → ℝ) (φ : Matrix n n ℝ) (v : n → ℝ) : ℝ :=
  (∑ x, fermiDensity f e φ x * v x) / levelSum f e

variable (f : ℝ → ℝ) (e : n → ℝ) (φ : Matrix n n ℝ)

/-- For an occupation function of negative slope, every response weight is negative. -/
theorem weight_neg (hf : ∀ t, deriv f t < 0) (a b : ℝ) : weight f a b < 0 := by
  have anti := strictAnti_of_deriv_neg hf
  unfold weight
  split_ifs with h
  · exact hf a
  · rcases lt_or_gt_of_ne h with h | h
    · exact div_neg_of_pos_of_neg (sub_pos.2 (anti h)) (sub_neg.2 h)
    · exact div_neg_of_neg_of_pos (sub_neg.2 (anti h)) (sub_pos.2 h)

/-- The matrix element of a local potential is the sum of `φ_i v φ_j` over the grid. -/
theorem potential_apply (v : n → ℝ) (i j : n) :
    potential φ v i j = ∑ x, φ i x * v x * φ j x := by
  rw [potential, Matrix.mul_apply]
  simp only [Matrix.mul_diagonal, Matrix.transpose_apply]

/-- Sum-over-states form of the density response at fixed Fermi level. -/
theorem chiMu_mulVec (v : n → ℝ) (x : n) :
    (chiMu f e φ *ᵥ v) x =
      ∑ i, ∑ j, weight f (e i) (e j) * (φ i x * φ j x) * potential φ v i j := by
  simp only [Matrix.mulVec, dotProduct, chiMu, Matrix.of_apply, potential_apply,
    Finset.sum_mul, Finset.mul_sum]
  refine Finset.sum_comm.trans (Finset.sum_congr rfl fun i _ => ?_)
  refine Finset.sum_comm.trans (Finset.sum_congr rfl fun j _ => ?_)
  exact Finset.sum_congr rfl fun y _ => by ring

/-- The quadratic form of the fixed-Fermi-level response is a weighted sum of squared
matrix elements of the potential. -/
theorem chiMu_quadratic (v : n → ℝ) :
    v ⬝ᵥ (chiMu f e φ *ᵥ v) =
      ∑ i, ∑ j, weight f (e i) (e j) * potential φ v i j ^ 2 := by
  simp only [dotProduct, chiMu_mulVec, Finset.mul_sum]
  refine Finset.sum_comm.trans (Finset.sum_congr rfl fun i _ => ?_)
  refine Finset.sum_comm.trans (Finset.sum_congr rfl fun j _ => ?_)
  calc ∑ x, v x * (weight f (e i) (e j) * (φ i x * φ j x) * potential φ v i j)
      = weight f (e i) (e j) * potential φ v i j * ∑ x, φ i x * v x * φ j x := by
        rw [Finset.mul_sum]
        exact Finset.sum_congr rfl fun x _ => by ring
    _ = weight f (e i) (e j) * potential φ v i j ^ 2 := by
        rw [← potential_apply]; ring

/-- For orthonormal orbitals, the response at fixed Fermi level to a uniform unit potential is the
density `g`. -/
theorem chiMu_row_sum (hφ : φ * φᵀ = 1) (x : n) :
    ∑ y, chiMu f e φ x y = fermiDensity f e φ x := by
  have h := chiMu_mulVec f e φ (fun _ => 1) x
  have hV : potential φ (fun _ => 1) = 1 := by simp [potential, hφ]
  rw [hV] at h
  simp only [Matrix.mulVec, dotProduct, mul_one] at h
  rw [h, fermiDensity]
  refine Finset.sum_congr rfl fun i _ => ?_
  simp only [Matrix.one_apply, mul_ite, mul_one, mul_zero, Finset.sum_ite_eq,
    Finset.mem_univ, if_true]
  rw [weight, if_pos rfl]
  ring

/-- For orthonormal orbitals and an occupation function of negative slope, the electron number is
unchanged to first order exactly when the Fermi level moves by `fermiShift`. -/
theorem number_conserved_iff [Nonempty n] (hf : ∀ t, deriv f t < 0) (hφ : φ * φᵀ = 1)
    (v : n → ℝ) (c : ℝ) :
    ∑ x, (chiMu f e φ *ᵥ fun y => v y - c) x = 0 ↔ c = fermiShift f e φ v := by
  have hD : levelSum f e ≠ 0 := by
    have h : 0 < ∑ i, -deriv f (e i) :=
      Finset.sum_pos (fun i _ => neg_pos.2 (hf _)) Finset.univ_nonempty
    rw [Finset.sum_neg_distrib] at h
    exact (neg_pos.1 h).ne
  -- normalised orbitals: `g` sums to `D`
  have hg : ∑ x, fermiDensity f e φ x = levelSum f e := by
    simp only [fermiDensity, levelSum]
    refine Finset.sum_comm.trans (Finset.sum_congr rfl fun i _ => ?_)
    have h := congrArg (fun M : Matrix n n ℝ => M i i) hφ
    simp only [Matrix.mul_apply, Matrix.transpose_apply, Matrix.one_apply_eq] at h
    rw [← Finset.mul_sum]
    simp only [sq]
    rw [h, mul_one]
  have hcol : ∀ y, ∑ x, chiMu f e φ x y = fermiDensity f e φ y := fun y => by
    rw [← chiMu_row_sum f e φ hφ y]
    refine Finset.sum_congr rfl fun x _ => ?_
    simp only [chiMu, Matrix.of_apply]
    exact Finset.sum_congr rfl fun i _ => Finset.sum_congr rfl fun j _ => by ring
  have htot : ∑ x, (chiMu f e φ *ᵥ fun y => v y - c) x =
      ∑ y, fermiDensity f e φ y * (v y - c) := by
    simp only [Matrix.mulVec, dotProduct]
    refine Finset.sum_comm.trans (Finset.sum_congr rfl fun y _ => ?_)
    rw [← Finset.sum_mul, hcol]
  rw [htot]
  simp only [mul_sub, Finset.sum_sub_distrib]
  rw [← Finset.sum_mul, hg, fermiShift, eq_div_iff hD]
  constructor <;> intro h <;> linarith

/-- For orthonormal orbitals, the fixed-number response to `v` is the fixed-Fermi-level response to
the shifted potential, which is `v` minus the Fermi level shift. -/
theorem chi0_mulVec (hφ : φ * φᵀ = 1) (v : n → ℝ) :
    chi0 f e φ *ᵥ v = chiMu f e φ *ᵥ fun x => v x - fermiShift f e φ v := by
  ext x
  have h : ∑ y, chiMu f e φ x y * fermiShift f e φ v =
      fermiDensity f e φ x * fermiShift f e φ v := by
    rw [← Finset.sum_mul, chiMu_row_sum f e φ hφ]
  simp only [Matrix.mulVec, dotProduct, chi0, Matrix.of_apply, sub_mul, mul_sub,
    Finset.sum_sub_distrib]
  rw [h, fermiShift, Finset.sum_div, Finset.mul_sum]
  congr 1
  exact Finset.sum_congr rfl fun y _ => by ring

/-- For orthonormal orbitals and an occupation function of negative slope, the quadratic form of the
fixed-number response is a weighted sum of squared matrix elements of the potential measured from
the Fermi level shift. -/
theorem chi0_quadratic [Nonempty n] (hf : ∀ t, deriv f t < 0) (hφ : φ * φᵀ = 1)
    (v : n → ℝ) :
    v ⬝ᵥ (chi0 f e φ *ᵥ v) = ∑ i, ∑ j, weight f (e i) (e j) *
      potential φ (fun x => v x - fermiShift f e φ v) i j ^ 2 := by
  have h0 := (number_conserved_iff f e φ hf hφ v _).2 rfl
  rw [← chiMu_quadratic f e φ, ← chi0_mulVec f e φ hφ v]
  rw [← chi0_mulVec f e φ hφ v] at h0
  simp only [dotProduct, sub_mul, Finset.sum_sub_distrib]
  rw [← Finset.mul_sum, h0, mul_zero, sub_zero]

/-- For orthonormal orbitals and an occupation function of negative slope, the fixed-number response
is symmetric, has zero column sums and is negative semidefinite, and its quadratic form vanishes
exactly on constant potentials. -/
theorem chi0_negative_semidefinite [Nonempty n] (hf : ∀ t, deriv f t < 0)
    (hφ : φ * φᵀ = 1) :
    (chi0 f e φ).IsSymm ∧ (∀ y, ∑ x, chi0 f e φ x y = 0) ∧
    (∀ v : n → ℝ, v ⬝ᵥ (chi0 f e φ *ᵥ v) ≤ 0) ∧
    (∀ v : n → ℝ, v ⬝ᵥ (chi0 f e φ *ᵥ v) = 0 ↔ ∃ c, ∀ x, v x = c) := by
  have htot : ∀ v : n → ℝ, ∑ x, (chi0 f e φ *ᵥ v) x = 0 := fun v => by
    rw [chi0_mulVec f e φ hφ v]
    exact (number_conserved_iff f e φ hf hφ v _).2 rfl
  have hterm : ∀ (u : n → ℝ) (i j : n),
      weight f (e i) (e j) * potential φ u i j ^ 2 ≤ 0 := fun u i j =>
    mul_nonpos_of_nonpos_of_nonneg (weight_neg f hf _ _).le (sq_nonneg _)
  refine ⟨Matrix.IsSymm.ext fun x y => ?_, fun y => ?_, fun v => ?_, fun v => ⟨fun h => ?_, ?_⟩⟩
  · simp only [chi0, chiMu, Matrix.of_apply]
    rw [mul_comm (fermiDensity f e φ y)]
    congr 1
    exact Finset.sum_congr rfl fun i _ => Finset.sum_congr rfl fun j _ => by ring
  · simpa [Matrix.mulVec, dotProduct, Pi.single_apply] using htot (Pi.single y 1)
  · rw [chi0_quadratic f e φ hf hφ]
    exact Finset.sum_nonpos fun i _ => Finset.sum_nonpos fun j _ => hterm _ i j
  · rw [chi0_quadratic f e φ hf hφ] at h
    refine ⟨fermiShift f e φ v, fun x => ?_⟩
    -- a vanishing sum of nonpositive terms: every matrix element is zero
    have hV : potential φ (fun x => v x - fermiShift f e φ v) = 0 := by
      ext i j
      have hi := (Finset.sum_eq_zero_iff_of_nonpos fun i _ =>
        Finset.sum_nonpos fun j _ => hterm _ i j).1 h i (Finset.mem_univ i)
      have hij := (Finset.sum_eq_zero_iff_of_nonpos fun j _ => hterm _ i j).1 hi j
        (Finset.mem_univ j)
      exact pow_eq_zero_iff two_ne_zero |>.1
        ((mul_eq_zero.1 hij).resolve_left (weight_neg f hf _ _).ne)
    -- completeness of the orbitals brings this back to the grid
    have hc : φᵀ * φ = 1 := mul_eq_one_comm.1 hφ
    have hd : Matrix.diagonal (fun x => v x - fermiShift f e φ v) = 0 := by
      calc Matrix.diagonal (fun x => v x - fermiShift f e φ v)
          = (φᵀ * φ) * Matrix.diagonal (fun x => v x - fermiShift f e φ v) * (φᵀ * φ) := by
            rw [hc, one_mul, mul_one]
        _ = φᵀ * potential φ (fun x => v x - fermiShift f e φ v) * φ := by
            simp only [potential, Matrix.mul_assoc]
        _ = 0 := by rw [hV, mul_zero, zero_mul]
    have hx := congrArg (fun M : Matrix n n ℝ => M x x) hd
    simp only [Matrix.diagonal_apply_eq, Matrix.zero_apply] at hx
    linarith
  · rintro ⟨c, hc⟩
    simp only [dotProduct]
    calc ∑ x, v x * (chi0 f e φ *ᵥ v) x = c * ∑ x, (chi0 f e φ *ᵥ v) x := by
          rw [Finset.mul_sum]
          exact Finset.sum_congr rfl fun x _ => by rw [hc x]
      _ = 0 := by rw [htot v, mul_zero]

/-- The Fermi-Dirac function at inverse temperature `β > 0` has negative slope, and the
two-site orbitals rotated by an angle `θ` are orthonormal. -/
theorem fermiDirac_witness (β μ θ : ℝ) (hβ : 0 < β) :
    (∀ t, deriv (fun s : ℝ => (1 + Real.exp (β * (s - μ)))⁻¹) t < 0) ∧
    !![Real.cos θ, Real.sin θ; -Real.sin θ, Real.cos θ] *
      !![Real.cos θ, Real.sin θ; -Real.sin θ, Real.cos θ]ᵀ = 1 := by
  constructor
  · intro t
    have h1 : HasDerivAt (fun s : ℝ => β * (s - μ)) β t := by
      simpa using ((hasDerivAt_id' t).sub_const μ).const_mul β
    have h2 : HasDerivAt (fun s : ℝ => 1 + Real.exp (β * (s - μ)))
        (Real.exp (β * (t - μ)) * β) t := h1.exp.const_add 1
    have hne : 1 + Real.exp (β * (t - μ)) ≠ 0 := by positivity
    have h3 : HasDerivAt (fun s : ℝ => (1 + Real.exp (β * (s - μ)))⁻¹)
        (-(Real.exp (β * (t - μ)) * β) / (1 + Real.exp (β * (t - μ))) ^ 2) t := h2.inv hne
    rw [h3.deriv]
    exact div_neg_of_neg_of_pos (neg_lt_zero.2 (by positivity)) (by positivity)
  · ext i j
    fin_cases i <;> fin_cases j <;> simp [Matrix.mul_apply, Fin.sum_univ_succ] <;>
      nlinarith [Real.sin_sq_add_cos_sq θ]

end

end FixedNumberResponse
```

```lean
#print axioms FixedNumberResponse.chi0_negative_semidefinite
```

```
'FixedNumberResponse.chi0_negative_semidefinite' depends on axioms: [propext, Classical.choice, Quot.sound]
```

## How the proof follows the derivation

`weight_neg` obtains strict monotonicity from `strictAnti_of_deriv_neg` and treats equal levels and the two orderings of unequal levels separately. `potential_apply` identifies the matrix product in `potential` with the sum $V_{ij}$. `chiMu_mulVec` and `chiMu_quadratic` then exchange finite sums with `Finset.sum_comm` and collect factors with `ring`.

`chiMu_row_sum` inserts the unit potential, whose matrix is the identity by `hφ`. Inside `number_conserved_iff`, `hD` shows $D\ne0$, `hg` shows that $g$ sums to $D$, and `hcol` gives the column sums of $\chi_\mu$. `htot` combines these column sums into the number change, and solving a linear equation yields the unique shift.

`chi0_mulVec` is the identity $\chi_0v=\chi_\mu(v-\delta\mu)$. `chi0_quadratic` uses it together with number conservation to replace $v$ by $v-\delta\mu$ on the left as well.

In the final theorem, symmetry comes from reordering products, and the column sums from applying `htot`, which in this proof says that the entries of $\chi_0v$ sum to zero, to `Pi.single y 1`. The inequality is `Finset.sum_nonpos` applied to both sums. For equality, `Finset.sum_eq_zero_iff_of_nonpos` is used twice, once for each index, to isolate a single term. `mul_eq_one_comm` supplies the completeness relation that carries the vanishing matrix back to the grid.

`fermiDirac_witness` computes the derivative of the Fermi-Dirac function for any $\beta>0$ and verifies that two-site orbitals rotated by any angle are orthonormal. The two-site example is the case $\beta=1$, $\mu=0$, $\theta=\pi/4$.
